# Zero-shift extrapolation of level-shifted second-order energies: exact error, and convergence for positive gaps

In multireference perturbation theory, a perturbing state can lie close in zeroth-order energy to the reference. Such an intruder state gives a small denominator and can spoil the second-order energy. A suitable level shift $s$ added to every denominator can move them all away from zero, but it also changes the energy:

$$E(s)=-\sum_i\frac{|v_i|^2}{\Delta_i+s}.$$

Here the perturbing states are orthonormal eigenstates of the zeroth-order Hamiltonian, $v_i$ is the coupling of state $i$ to the reference, and $\Delta_i$ is its zeroth-order energy minus that of the reference. Suppose $E$ is computed at the shifts $\varepsilon,2\varepsilon,\dots,n\varepsilon$ and extrapolated to $s=0$ by the polynomial of degree below $n$ through these $n$ values. How far is the result from $E(0)$? For this finite sum over states the error has a closed form whenever no denominator vanishes at the shifts $0,\varepsilon,\dots,n\varepsilon$, and if all gaps and $\varepsilon$ are positive it vanishes as $n$ grows. The target $E(0)$ contains the intruder's full contribution, so an accurate extrapolation brings that contribution back.

## The difference, the rule and the energy

```lean
import Mathlib

open Finset Filter Topology

namespace ZeroShiftExtrapolation

noncomputable section

variable {K : Type*} [Field K]
```

`K` stands for any field, for instance the real or the complex numbers. The results stated over `K` hold in all of them; the energy itself is treated with real shifts only.

```lean
/-- The alternating binomial combination of the values of `f` at `x, x + ε, …, x + n ε`. -/
def shiftDiff (f : K → K) (ε : K) (n : ℕ) (x : K) : K :=
  ∑ k ∈ range (n + 1), (-1) ^ k * (n.choose k : K) * f (x + k * ε)
```

In ordinary notation this is

$$D_nf(x)=\sum_{k=0}^{n}(-1)^k\binom nk f(x+k\varepsilon).$$

In Lean, `range (n + 1)` is the set $0,\dots,n$, and `(n.choose k : K)` is the binomial coefficient read as an element of `K`. The textbook forward difference of order $n$ is $(-1)^nD_nf$.

```lean
/-- The estimate of `E 0` built from the values of `E` at the `n` shifts `ε, 2 ε, …, n ε`. -/
def extrapolate (E : K → K) (ε : K) (n : ℕ) : K :=
  ∑ k ∈ range n, (-1) ^ k * (n.choose (k + 1) : K) * E (((k : K) + 1) * ε)
```

The extrapolated value is

$$X_n=\sum_{k=0}^{n-1}(-1)^k\binom n{k+1}E((k+1)\varepsilon).$$

For $n=2$ it is $2E(\varepsilon)-E(2\varepsilon)$, the straight line through two points read off at zero. For $n=0$ it is the empty sum, zero.

```lean
/-- The second-order energy with level shift `s`, for couplings `v i` and zeroth-order gaps `Δ i`.
The formula has its usual meaning at shifts with `Δ i + s ≠ 0` for all `i`; elsewhere Lean counts
each term with zero denominator as zero. -/
def shiftedEnergy {ι : Type*} [Fintype ι] (v : ι → ℂ) (Δ : ι → ℝ) (s : ℝ) : ℝ :=
  -∑ i, ‖v i‖ ^ 2 / (Δ i + s)
```

This is $E(s)$ as above, with complex couplings, real gaps and a real shift. `Fintype ι` says that there are finitely many perturbing states. Lean sets $x/0=0$, so the theorems below carry hypotheses that keep the denominators away from zero.

The model takes $v_i$ and $\Delta_i$ to be independent of $s$. Whether the shifted energy printed by a given program has this form, without further corrections, must be settled separately.

## The alternating sum in closed form

```lean
/-- The combination of order `n + 1` is the difference of two combinations of order `n`
whose starting points are one shift apart. -/
theorem shiftDiff_succ (f : K → K) (ε : K) (n : ℕ) (x : K) :
    shiftDiff f ε (n + 1) x = shiftDiff f ε n x - shiftDiff f ε n (x + ε) := by
  -- add a vanishing last term, then use Pascal's rule
  have h : shiftDiff f ε n x =
      ∑ k ∈ range (n + 1 + 1), (-1) ^ k * (n.choose k : K) * f (x + k * ε) := by
    rw [Finset.sum_range_succ _ (n + 1)]
    simp [shiftDiff, Nat.choose_succ_self]
  rw [h]
  unfold shiftDiff
  rw [sum_range_succ' _ (n + 1), sum_range_succ' _ (n + 1), add_sub_right_comm,
    ← Finset.sum_sub_distrib]
  refine congrArg₂ (· + ·) (sum_congr rfl fun k _ => ?_) (by simp)
  rw [Nat.choose_succ_succ, show x + ε + (k : K) * ε = x + ((k + 1 : ℕ) : K) * ε by
    push_cast; ring]
  push_cast
  ring
```

The statement is $D_{n+1}f(x)=D_nf(x)-D_nf(x+\varepsilon)$. By hand, split off the term $k=0$ and use Pascal's rule $\binom{n+1}{k+1}=\binom nk+\binom n{k+1}$ in the others. The parts with $\binom n{k+1}$, together with $f(x)$, give $D_nf(x)$; the parts with $\binom nk$ give $-D_nf(x+\varepsilon)$. In Lean, `h` first appends a vanishing term with $\binom n{n+1}=0$, so that the sums have equal length and can be compared term by term.

```lean
/-- The alternating binomial sum of shifted inverse denominators in closed form, provided
none of the denominators `a, a + ε, …, a + n ε` vanishes. -/
theorem alternating_sum_inv {a ε : K} (n : ℕ) (h : ∀ k : ℕ, k ≤ n → a + k * ε ≠ 0) :
    ∑ k ∈ range (n + 1), (-1) ^ k * (n.choose k : K) / (a + k * ε) =
      n.factorial * ε ^ n / ∏ k ∈ range (n + 1), (a + k * ε) := by
  have e : ∑ k ∈ range (n + 1), (-1) ^ k * (n.choose k : K) / (a + k * ε) =
      shiftDiff (fun y => y⁻¹) ε n a := by
    simp only [shiftDiff, div_eq_mul_inv]
  rw [e]
  clear e
  induction n generalizing a with
  | zero => simp [shiftDiff]
  | succ n ih =>
    have hl : a + ((n + 1 : ℕ) : K) * ε ≠ 0 := h (n + 1) le_rfl
    have ha : ∀ k : ℕ, k ≤ n → a + k * ε ≠ 0 := fun k hk => h k (by omega)
    have hs : ∀ k : ℕ, k ≤ n → a + ε + k * ε ≠ 0 := fun k hk h' =>
      h (k + 1) (by omega) (by push_cast; linear_combination h')
    have hP : ∏ k ∈ range (n + 1), (a + (k : K) * ε) ≠ 0 :=
      prod_ne_zero_iff.mpr fun k hk => ha k (by have := mem_range.mp hk; omega)
    have hQ : ∏ k ∈ range (n + 1), (a + ε + (k : K) * ε) ≠ 0 :=
      prod_ne_zero_iff.mpr fun k hk => hs k (by have := mem_range.mp hk; omega)
    -- both products extend to the same product of n + 2 denominators
    have hPQ : (∏ k ∈ range (n + 1), (a + (k : K) * ε)) * (a + ((n + 1 : ℕ) : K) * ε) =
        (∏ k ∈ range (n + 1), (a + ε + (k : K) * ε)) * a := by
      rw [← prod_range_succ (fun k : ℕ => a + (k : K) * ε) (n + 1), prod_range_succ']
      refine congrArg₂ (· * ·) (prod_congr rfl fun k _ => ?_) (by simp)
      push_cast
      ring
    rw [shiftDiff_succ, ih ha, ih hs, prod_range_succ _ (n + 1), Nat.factorial_succ,
      div_sub_div _ _ hP hQ, div_eq_div_iff (mul_ne_zero hP hQ) (mul_ne_zero hP hl)]
    push_cast at hPQ ⊢
    linear_combination
      (-(n.factorial * ε ^ n * ∏ k ∈ range (n + 1), (a + (k : K) * ε))) * hPQ
```

If none of $a,a+\varepsilon,\dots,a+n\varepsilon$ is zero, then

$$\sum_{k=0}^n\frac{(-1)^k\binom nk}{a+k\varepsilon}=R_n(a),\qquad R_n(a)=\frac{n!\,\varepsilon^n}{\prod_{k=0}^n(a+k\varepsilon)}.$$

Positive $a$ and $\varepsilon$ are a special case; negative denominators are allowed.

The left side is $D_nf(a)$ for $f(y)=1/y$. For $n=0$ both sides are $1/a$. For the step, let $P=\prod_{k=0}^n(a+k\varepsilon)$ and $Q=\prod_{k=0}^n(a+\varepsilon+k\varepsilon)$. Both extend to the same longer product, $P\,(a+(n+1)\varepsilon)=Q\,a=:T$, which is `hPQ`. The recursion then gives

$$n!\,\varepsilon^n\Big(\frac1P-\frac1Q\Big)=n!\,\varepsilon^n\,\frac{(a+(n+1)\varepsilon)-a}{T}=\frac{(n+1)!\,\varepsilon^{n+1}}{T}.$$

The induction hypothesis is needed at both $a$ and $a+\varepsilon$, hence `generalizing a`. The final `linear_combination` checks the identity after the denominators have been cleared.

## Exactness on polynomials

```lean
/-- Product rule of the alternating combination for a function multiplied by its argument. -/
theorem shiftDiff_id_mul (f : K → K) (ε : K) (n : ℕ) (x : K) :
    shiftDiff (fun y => y * f y) ε (n + 1) x =
      x * shiftDiff f ε (n + 1) x - (n + 1) * ε * shiftDiff f ε n (x + ε) := by
  induction n generalizing x with
  | zero =>
    simp [shiftDiff, sum_range_succ]
    ring
  | succ n ih =>
    have h2 := shiftDiff_succ f ε n (x + ε)
    rw [shiftDiff_succ (fun y => y * f y) ε (n + 1) x, ih x, ih (x + ε),
      shiftDiff_succ f ε (n + 1) x]
    push_cast
    linear_combination ((n : K) + 1) * ε * h2
```

With $g(y)=y\,f(y)$, the product rule reads

$$D_{n+1}g(x)=x\,D_{n+1}f(x)-(n+1)\varepsilon\,D_nf(x+\varepsilon).$$

For $n=0$, expand both sides. For the step, subtract the rule at $x+\varepsilon$ from the rule at $x$:

$$\begin{aligned}D_{n+2}g(x)={}&x\,D_{n+1}f(x)-(x+\varepsilon)D_{n+1}f(x+\varepsilon)\\&-(n+1)\varepsilon\,[D_nf(x+\varepsilon)-D_nf(x+2\varepsilon)].\end{aligned}$$

The bracket is $D_{n+1}f(x+\varepsilon)$, which is `h2`. Collecting terms leaves $x\,D_{n+2}f(x)-(n+2)\varepsilon\,D_{n+1}f(x+\varepsilon)$.

```lean
/-- The alternating combination of order `n` annihilates every power below `n`. -/
theorem shiftDiff_pow {m n : ℕ} (h : m < n) (ε x : K) :
    shiftDiff (fun y => y ^ m) ε n x = 0 := by
  induction m generalizing n x with
  | zero =>
    obtain ⟨n, rfl⟩ : ∃ j, n = j + 1 := ⟨n - 1, by omega⟩
    rw [shiftDiff_succ]
    simp [shiftDiff]
  | succ m ih =>
    obtain ⟨n, rfl⟩ : ∃ j, n = j + 1 := ⟨n - 1, by omega⟩
    have h1 : shiftDiff (fun y => y ^ m) ε (n + 1) x = 0 := by apply ih; omega
    have h2 : shiftDiff (fun y => y ^ m) ε n (x + ε) = 0 := by apply ih; omega
    have e : (fun y : K => y ^ (m + 1)) = fun y => y * y ^ m := funext fun y => pow_succ' y m
    rw [e, shiftDiff_id_mul (fun y => y ^ m), h1, h2]
    simp
```

For $m<n$, $D_n$ sends $y^m$ to zero. A constant gives zero because the recursion subtracts two equal numbers. For $y^{m+1}=y\cdot y^m$, the product rule leaves two differences of $y^m$, both of order above $m$, and the induction hypothesis removes them (`h1`, `h2`).

```lean
/-- The alternating combination started at zero shift is the value at zero shift minus the
extrapolated value. -/
theorem shiftDiff_at_zero (E : K → K) (ε : K) (n : ℕ) :
    shiftDiff E ε n 0 = E 0 - extrapolate E ε n := by
  unfold shiftDiff extrapolate
  rw [sum_range_succ', sub_eq_neg_add, ← Finset.sum_neg_distrib]
  refine congrArg₂ (· + ·) (sum_congr rfl fun k _ => ?_) (by simp)
  rw [zero_add]
  push_cast
  ring
```

Started at $x=0$, the term $k=0$ is $E(0)$ and the others sum to $-X_n$. So $D_nE(0)=E(0)-X_n$.

```lean
/-- Extrapolation from `n` shifts is exact for every polynomial of degree below `n`. -/
theorem extrapolate_polynomial (p : Polynomial K) {n : ℕ} (h : p.natDegree < n) (ε : K) :
    extrapolate (fun s => p.eval s) ε n = p.eval 0 := by
  have e : shiftDiff (fun s => p.eval s) ε n 0 =
      ∑ i ∈ range n, p.coeff i * shiftDiff (fun y => y ^ i) ε n 0 := by
    simp only [shiftDiff, Polynomial.eval_eq_sum_range' h, mul_sum]
    rw [sum_comm]
    refine sum_congr rfl fun i _ => sum_congr rfl fun k _ => ?_
    ring
  have h0 : shiftDiff (fun s => p.eval s) ε n 0 = 0 := by
    rw [e]
    exact sum_eq_zero fun i hi => by rw [shiftDiff_pow (mem_range.mp hi), mul_zero]
  rw [shiftDiff_at_zero] at h0
  exact (sub_eq_zero.mp h0).symm
```

For a polynomial $p$ of degree below $n$, the rule returns $p(0)$. The proof expands $p$ in powers, exchanges the two sums and applies the previous results. For real $\varepsilon\neq0$ and $n\ge1$ the $n$ shifts are distinct, so $X_n$ is the value at zero of the interpolating polynomial of degree below $n$.

## The error of the energy

```lean
variable {ι : Type*} [Fintype ι]

/-- The exact error of the extrapolated second-order energy, provided no denominator
vanishes at the shifts `0, ε, …, n ε`. -/
theorem extrapolation_error (v : ι → ℂ) (Δ : ι → ℝ) (ε : ℝ) (n : ℕ)
    (h : ∀ i, ∀ k : ℕ, k ≤ n → Δ i + k * ε ≠ 0) :
    extrapolate (shiftedEnergy v Δ) ε n - shiftedEnergy v Δ 0 =
      ∑ i, ‖v i‖ ^ 2 * (n.factorial * ε ^ n / ∏ k ∈ range (n + 1), (Δ i + k * ε)) := by
  have h1 := shiftDiff_at_zero (shiftedEnergy v Δ) ε n
  have h2 : shiftDiff (shiftedEnergy v Δ) ε n 0 = -∑ i, ‖v i‖ ^ 2 *
      ∑ k ∈ range (n + 1), (-1) ^ k * (n.choose k : ℝ) / (Δ i + k * ε) := by
    simp only [shiftDiff, shiftedEnergy, zero_add, mul_neg, Finset.sum_neg_distrib, mul_sum]
    rw [sum_comm]
    refine congrArg Neg.neg (sum_congr rfl fun i _ => sum_congr rfl fun k _ => ?_)
    ring
  rw [sum_congr rfl fun i _ => congrArg (‖v i‖ ^ 2 * ·) (alternating_sum_inv n (h i))] at h2
  linear_combination h1 - h2
```

If no $\Delta_i+k\varepsilon$ with $0\le k\le n$ vanishes, then

$$X_n-E(0)=\sum_i|v_i|^2R_n(\Delta_i).$$

By hand, insert $E(s)$ into $D_nE(0)$ and exchange the sums over $i$ and $k$ (`h2`). The inner sum is $R_n(\Delta_i)$, so $D_nE(0)=-\sum_i|v_i|^2R_n(\Delta_i)$, and $X_n-E(0)=-D_nE(0)$.

```lean
/-- For positive gaps and a nonnegative shift step, the extrapolated energy is never below the
unshifted one, and its error is bounded by a constant times `ε ^ n`. -/
theorem extrapolation_error_bound (v : ι → ℂ) {Δ : ι → ℝ} (hΔ : ∀ i, 0 < Δ i) {ε : ℝ}
    (hε : 0 ≤ ε) (n : ℕ) :
    0 ≤ extrapolate (shiftedEnergy v Δ) ε n - shiftedEnergy v Δ 0 ∧
    extrapolate (shiftedEnergy v Δ) ε n - shiftedEnergy v Δ 0 ≤
      n.factorial * ε ^ n * ∑ i, ‖v i‖ ^ 2 / Δ i ^ (n + 1) := by
  have hd : ∀ i, ∀ k : ℕ, Δ i ≤ Δ i + k * ε := fun i k =>
    le_add_of_nonneg_right (by positivity)
  rw [extrapolation_error v Δ ε n fun i k _ => ((hΔ i).trans_le (hd i k)).ne', mul_sum]
  have hP : ∀ i, Δ i ^ (n + 1) ≤ ∏ k ∈ range (n + 1), (Δ i + (k : ℝ) * ε) := fun i => by
    have := prod_le_prod (s := range (n + 1)) (fun _ _ => (hΔ i).le) (fun k _ => hd i k)
    rwa [prod_const, card_range] at this
  have hpow : ∀ i, 0 < Δ i ^ (n + 1) := fun i => pow_pos (hΔ i) _
  constructor
  · exact sum_nonneg fun i _ => mul_nonneg (by positivity)
      (div_nonneg (by positivity) ((hpow i).le.trans (hP i)))
  · refine sum_le_sum fun i _ => ?_
    have hi := hpow i
    have hPi := hP i
    calc _ ≤ ‖v i‖ ^ 2 * (n.factorial * ε ^ n / Δ i ^ (n + 1)) := by gcongr
      _ = _ := by ring
```

For positive gaps and $\varepsilon\ge0$,

$$0\le X_n-E(0)\le n!\,\varepsilon^n\sum_i\frac{|v_i|^2}{\Delta_i^{\,n+1}}.$$

Every factor satisfies $\Delta_i+k\varepsilon\ge\Delta_i>0$ (`hd`), so the product is at least $\Delta_i^{n+1}$ (`hP`). At fixed $n$ this bounds the error by a constant times $\varepsilon^n$. At fixed $\varepsilon>0$ the factorial makes the bound grow without limit as $n\to\infty$ if any coupling is nonzero, so large $n$ needs a sharper estimate.

## More shifts at a fixed step

```lean
/-- For a positive denominator and a positive shift step, the closed form of the alternating
sum tends to zero as the number of shifts grows. -/
theorem remainder_tendsto {a ε : ℝ} (ha : 0 < a) (hε : 0 < ε) :
    Tendsto (fun n : ℕ => n.factorial * ε ^ n / ∏ k ∈ range (n + 1), (a + (k : ℝ) * ε))
      atTop (𝓝 0) := by
  have alg : ∀ H c P N : ℝ, 0 ≤ H → 0 ≤ c → 0 < N → a * (1 + a / ε * H) * c ≤ P →
      a * (1 + a / ε * (H + 1 / N)) * (N * ε * c) ≤ P * (a + N * ε) := by
    intro H c P N hH hc hN hP
    have hq : a / ε * ε = a := div_mul_cancel₀ a hε.ne'
    have hu : 1 / N * N = 1 := div_mul_cancel₀ 1 hN.ne'
    have hpos : 0 ≤ c * a * (a / ε * H * a) := by positivity
    calc _ = c * a * ((1 + a / ε * H) * (N * ε) + a) := by
          linear_combination a * c * (a / ε) * ε * hu + a * c * hq
      _ ≤ a * (1 + a / ε * H) * c * (a + N * ε) := by linarith
      _ ≤ _ := mul_le_mul_of_nonneg_right hP (by positivity)
  -- the product of denominators outgrows n! ε^n by a harmonic sum
  have key : ∀ n : ℕ, a * (1 + a / ε * ∑ i ∈ range n, (1 / ((i : ℝ) + 1))) *
      (n.factorial * ε ^ n) ≤ ∏ k ∈ range (n + 1), (a + (k : ℝ) * ε) := by
    intro n
    induction n with
    | zero => simp
    | succ n ih =>
      have := alg _ _ _ ((n : ℝ) + 1) (sum_nonneg fun i _ => by positivity)
        (by positivity) (by positivity) ih
      rw [prod_range_succ _ (n + 1), sum_range_succ, Nat.factorial_succ, pow_succ]
      push_cast
      refine le_trans (le_of_eq ?_) this
      ring
  have hT : Tendsto (fun n : ℕ => a * (1 + a / ε * ∑ i ∈ range n, (1 / ((i : ℝ) + 1))))
      atTop atTop :=
    (tendsto_atTop_add_const_left _ 1
      (Real.tendsto_sum_range_one_div_nat_succ_atTop.const_mul_atTop
        (div_pos ha hε))).const_mul_atTop ha
  have hP : ∀ n : ℕ, 0 < ∏ k ∈ range (n + 1), (a + (k : ℝ) * ε) := fun n =>
    prod_pos fun k _ => by positivity
  have hb : ∀ n : ℕ, n.factorial * ε ^ n / ∏ k ∈ range (n + 1), (a + (k : ℝ) * ε) ≤
      (a * (1 + a / ε * ∑ i ∈ range n, (1 / ((i : ℝ) + 1))))⁻¹ := fun n => by
    have hH : 0 ≤ ∑ i ∈ range n, (1 / ((i : ℝ) + 1)) := sum_nonneg fun i _ => by positivity
    rw [← one_div, div_le_div_iff₀ (hP n) (by positivity)]
    linarith [key n]
  exact squeeze_zero (fun n => div_nonneg (by positivity) (hP n).le) hb
    (tendsto_inv_atTop_zero.comp hT)
```

`Tendsto … atTop (𝓝 0)` says that $R_n(a)\to0$ as $n\to\infty$, for $a,\varepsilon>0$. Let $H_n=\sum_{i=0}^{n-1}\frac1{i+1}$. Then

$$\frac1{R_n(a)}=a\prod_{k=1}^n\Big(1+\frac a{k\varepsilon}\Big)\ge a\Big(1+\frac a\varepsilon H_n\Big),$$

since expanding the product gives the right side plus nonnegative terms. The harmonic sum diverges, so $R_n(a)\to0$. In Lean, `key` proves the inequality by induction, with denominators cleared, and `alg` is its step. `hT` supplies the divergence, and `squeeze_zero` traps $R_n(a)$ between zero and the inverse of the lower bound.

```lean
/-- For positive gaps and any fixed positive shift step, the extrapolated energies converge
to the unshifted second-order energy as the number of shifts grows. -/
theorem extrapolation_converges (v : ι → ℂ) {Δ : ι → ℝ} (hΔ : ∀ i, 0 < Δ i) {ε : ℝ}
    (hε : 0 < ε) :
    Tendsto (fun n => extrapolate (shiftedEnergy v Δ) ε n) atTop
      (𝓝 (shiftedEnergy v Δ 0)) := by
  have h := tendsto_finsetSum univ fun i _ =>
    (remainder_tendsto (hΔ i) hε).const_mul (‖v i‖ ^ 2)
  simp only [mul_zero, sum_const_zero] at h
  have h2 := h.const_add (shiftedEnergy v Δ 0)
  rw [add_zero] at h2
  refine h2.congr fun n => ?_
  rw [← extrapolation_error v Δ ε n fun i k _ => by have := hΔ i; positivity]
  ring

end

end ZeroShiftExtrapolation
```

For positive gaps and any fixed $\varepsilon>0$, $X_n\to E(0)$. Each of the finitely many terms $|v_i|^2R_n(\Delta_i)$ tends to zero, hence so does their sum, and the exact error formula turns this into the limit of $X_n$. The limit can be approached very slowly when a gap is small compared with $\varepsilon$, as for an intruder. The fraction of state $i$'s contribution still missing is $\Delta_iR_n(\Delta_i)=\prod_{k=1}^n\big(1+\frac{\Delta_i}{k\varepsilon}\big)^{-1}$; for $\Delta_i=\varepsilon/10$ and $n=10$ this is about three quarters.

In practice the energies carry numerical noise. The absolute values of the coefficients in $X_n$ add up to $2^n-1$, so noise can be amplified by that factor, a consideration separate from the limit proved here.

## One state below the reference

Nonzero denominators alone do not give convergence. Take one perturbing state with $|v|=1$, $\Delta=-\tfrac12$ and $\varepsilon=1$. No denominator $-\tfrac12+k$ vanishes, and $E(0)=2$, but $X_1=E(1)=-2$. The error is $-4$, which also violates the lower bound of zero. For $n\ge1$,

$$\frac{R_n(\Delta)}{R_{n-1}(\Delta)}=\frac{n}{n-\frac12}>1,$$

so the error grows in magnitude with every added shift.

```lean
#print axioms ZeroShiftExtrapolation.extrapolate_polynomial
-- 'ZeroShiftExtrapolation.extrapolate_polynomial' depends on axioms: [propext, Classical.choice, Quot.sound]
#print axioms ZeroShiftExtrapolation.extrapolation_error_bound
-- 'ZeroShiftExtrapolation.extrapolation_error_bound' depends on axioms: [propext, Classical.choice, Quot.sound]
#print axioms ZeroShiftExtrapolation.extrapolation_converges
-- 'ZeroShiftExtrapolation.extrapolation_converges' depends on axioms: [propext, Classical.choice, Quot.sound]
```
